# Vacuum expectation values of fermion annihilators to the left of creators are determinants

## Electrons placed in overlapping orbitals

Put $n$ electrons into the orbitals of one molecular geometry, and $n$ into those of another. Here and below, an orbital is a spin-orbital, which holds at most one electron. The overlap of the two Slater determinants is a vacuum expectation value: a string of annihilators stands to the left of a string of creators. Orbitals from different sets are generally not orthogonal, so the anticommutators are orbital overlaps instead of Kronecker deltas.

Let $a_i$ and $b_k$ be linear operators on a complex inner-product space, and $v$ a vector, with
$$a_i b_k+b_k a_i=G_{ik}\,1,\qquad a_i v=0\ \text{ for all } i.$$
The first condition expresses Fermi statistics, with the number $G_{ik}$ as the contraction of $a_i$ with $b_k$. The second says that $v$ contains no particle that any $a_i$ could remove. Then
$$a_{i_{n-1}}\cdots a_{i_0}\,b_{k_0}\cdots b_{k_{n-1}}v=\det(G_{i_pk_q})\,v .$$

## From one contraction to the determinant

For any vector $x$, the anticommutator gives $a_i b_k x=G_{ik}x-b_k a_i x$. Move $a_i$ through a string of $n+1$ creators. Each creator passed costs a sign, and the last term vanishes because $a_i v=0$:
$$a_i b_{k_0}\cdots b_{k_n}v=\sum_{p=0}^{n}(-1)^pG_{ik_p}\,b_{k_0}\cdots\widehat{b_{k_p}}\cdots b_{k_n}v,$$
where the hat marks an omitted factor.

Now use induction on the number of annihilators. With none, both sides are $v$, since the empty determinant is 1. Otherwise $a_{i_0}$ acts first and produces this sum. By induction, the remaining annihilators turn each shortened string into a minor times $v$. The result is the Laplace expansion along the first row.

If $\|v\|=1$, the inner product with $v$ leaves the determinant. For $c_ic_jc_k^\dagger c_l^\dagger$ with $G=1$, $c_j$ acts first, so the rows are $(j,i)$ and the columns $(k,l)$:
$$\langle v,c_ic_jc_k^\dagger c_l^\dagger v\rangle=\delta_{il}\delta_{jk}-\delta_{ik}\delta_{jl}.$$

## Slater determinants and Pauli exclusion

Let a single index run over the orbitals of both sets. Suppose the creators $c_k^\dagger$ are adjoint to the $c_k$, and write $S$ for $G$, which now holds the overlaps within each set as well as between them. Moving the left-hand creators across the inner product reverses their order, so for unit $v$
$$\langle c_{i_0}^\dagger\cdots c_{i_{n-1}}^\dagger v,\;c_{k_0}^\dagger\cdots c_{k_{n-1}}^\dagger v\rangle=\det(S_{i_pk_q}).$$
These states need not be normalised. For nonzero states, the normalised overlap is this determinant divided by $\sqrt{\det(S_{i_pi_q})\det(S_{k_pk_q})}$. Non-orthogonal configuration interaction uses such overlaps; Hamiltonian matrix elements need further formulas.

If a spin-orbital occurs twice in a string, two columns of $\det(S_{k_pk_q})$ agree. The state has norm zero and therefore vanishes.

## What the Lean statements say

`Module.End ℂ V` contains the linear operators defined on all of `V`; `V` need not be finite-dimensional, and the mode types `ι` and `κ` need not be finite. `Contracts a b G` is the anticommutator condition, and `G.submatrix i k` has entries $G_{i_pk_q}$. The inner product is conjugate-linear in its first argument.

In `wick_four_point`, `cd` is the textbook $c^\dagger$, but adjointness is not assumed there. It enters as `hadj` in the Slater and Pauli theorems. No theorem assumes that creators anticommute with one another.

Wick's theorem in textbooks rewrites arbitrary operator products in normal order; `wick_vacuum` treats one ordering, acting on the vacuum. To apply it to a molecule, one must still supply the Fock space and show that its orbital operators satisfy the hypotheses.

```lean
import Mathlib

open Matrix
open scoped InnerProductSpace

namespace WickContraction

noncomputable section

variable {V : Type*} [NormedAddCommGroup V] [InnerProductSpace ℂ V] {ι κ : Type*}

/-- The anticommutator of each `a i` with each `b k` is the number `G i k`, their contraction.
The canonical relations between annihilators and creators are the case `G = 1`. -/
def Contracts (a : ι → Module.End ℂ V) (b : κ → Module.End ℂ V) (G : Matrix ι κ ℂ) : Prop :=
  ∀ i k, a i * b k + b k * a i = G i k • (1 : Module.End ℂ V)

/-- The string `b (k 0) * b (k 1) * ... * b (k (n-1))` of creation operators. -/
def creators (b : κ → Module.End ℂ V) : (n : ℕ) → (Fin n → κ) → Module.End ℂ V
  | 0, _ => 1
  | n + 1, k => b (k 0) * creators b n (fun q => k q.succ)

/-- The string `a (i (n-1)) * ... * a (i 1) * a (i 0)` of annihilation operators, in which
`a (i 0)` acts first. -/
def annihilators (a : ι → Module.End ℂ V) : (n : ℕ) → (Fin n → ι) → Module.End ℂ V
  | 0, _ => 1
  | n + 1, i => annihilators a n (fun p => i p.succ) * a (i 0)

variable {a : ι → Module.End ℂ V} {b : κ → Module.End ℂ V} {G : Matrix ι κ ℂ} {v : V}

/-- Moving an annihilator to the right past a creator produces their contraction and a
sign change. -/
theorem move_right (h : Contracts a b G) (i : ι) (k : κ) (x : V) :
    a i (b k x) = G i k • x - b k (a i x) := by
  have e : a i (b k x) + b k (a i x) = G i k • x := LinearMap.congr_fun (h i k) x
  exact eq_sub_of_add_eq e

/-- If all `a i` annihilate `v`, an annihilator acting on a string of creators on `v` gives the
alternating sum over its contractions with each creator, which is removed from the string. -/
theorem annihilate_creators (h : Contracts a b G) (hv : ∀ i, a i v = 0) (i : ι) (n : ℕ) :
    ∀ k : Fin (n + 1) → κ, a i (creators b (n + 1) k v) =
      ∑ p : Fin (n + 1), ((-1 : ℂ) ^ (p : ℕ) * G i (k p)) •
        creators b n (fun q => k (p.succAbove q)) v := by
  induction n with
  | zero =>
    intro k
    simp [creators, move_right h, hv]
  | succ n ih =>
    intro k
    have step : creators b (n + 1 + 1) k v =
        b (k 0) (creators b (n + 1) (fun q => k q.succ) v) := rfl
    -- contract with the first creator, then use the shorter string
    rw [step, move_right h, ih, map_sum, Fin.sum_univ_succ (n := n + 1), sub_eq_add_neg,
      ← Finset.sum_neg_distrib]
    congr 1
    · simp
    · refine Finset.sum_congr rfl fun p _ => ?_
      have tail : creators b (n + 1) (fun q => k (p.succ.succAbove q)) v =
          b (k 0) (creators b n (fun q => k (p.succAbove q).succ) v) := by
        simp [creators]
      rw [tail, map_smul, Fin.val_succ, pow_succ, ← neg_smul]
      congr 1
      ring

/-- Wick's theorem on the vacuum: if all `a i` annihilate `v`, then `n` annihilators acting on
`n` creators on `v` return `v` times the determinant of the contractions. -/
theorem wick_vacuum (h : Contracts a b G) (hv : ∀ i, a i v = 0) (n : ℕ) :
    ∀ (i : Fin n → ι) (k : Fin n → κ),
      annihilators a n i (creators b n k v) = (G.submatrix i k).det • v := by
  induction n with
  | zero =>
    intro i k
    simp [annihilators, creators]
  | succ n ih =>
    intro i k
    have step : annihilators a (n + 1) i (creators b (n + 1) k v) =
        annihilators a n (fun p => i p.succ) (a (i 0) (creators b (n + 1) k v)) := rfl
    -- the sum over contractions is the Laplace expansion along the first row
    rw [step, annihilate_creators h hv, map_sum, Matrix.det_succ_row_zero, Finset.sum_smul]
    refine Finset.sum_congr rfl fun p _ => ?_
    rw [map_smul, ih, smul_smul]
    rfl

/-- For a unit vector `v` annihilated by all `a i`, the expectation value of `n` annihilators
followed on the right by `n` creators is the determinant of their contractions. -/
theorem wick_expectation (h : Contracts a b G) (hv : ∀ i, a i v = 0) (hn : ‖v‖ = 1)
    (n : ℕ) (i : Fin n → ι) (k : Fin n → κ) :
    ⟪v, annihilators a n i (creators b n k v)⟫_ℂ = (G.submatrix i k).det := by
  rw [wick_vacuum h hv, inner_smul_right, inner_self_eq_norm_sq_to_K, hn]
  simp

/-- The four-point function of canonical fermion operators in a unit vector `v` annihilated by
all `c i`: the two full contractions enter with opposite signs. -/
theorem wick_four_point [DecidableEq ι] {c cd : ι → Module.End ℂ V}
    (h : Contracts c cd 1) (hv : ∀ i, c i v = 0) (hn : ‖v‖ = 1) (i j k l : ι) :
    ⟪v, (c i * c j * cd k * cd l) v⟫_ℂ =
      (if i = l then 1 else 0) * (if j = k then 1 else 0)
        - (if i = k then 1 else 0) * (if j = l then 1 else 0) := by
  have w : ⟪v, (c i * c j * cd k * cd l) v⟫_ℂ =
      ((1 : Matrix ι ι ℂ).submatrix ![j, i] ![k, l]).det :=
    wick_expectation h hv hn 2 ![j, i] ![k, l]
  rw [w, Matrix.det_fin_two]
  change (1 : Matrix ι ι ℂ) j k * (1 : Matrix ι ι ℂ) i l
    - (1 : Matrix ι ι ℂ) j l * (1 : Matrix ι ι ℂ) i k = _
  simp only [Matrix.one_apply]
  ring

/-- If each `cd i` is adjoint to `c i`, a string of creators is adjoint to the string of the
corresponding annihilators in reverse order. -/
theorem creators_adjoint {c cd : ι → Module.End ℂ V}
    (hadj : ∀ i x y, ⟪cd i x, y⟫_ℂ = ⟪x, c i y⟫_ℂ) (n : ℕ) :
    ∀ (i : Fin n → ι) (x y : V),
      ⟪creators cd n i x, y⟫_ℂ = ⟪x, annihilators c n i y⟫_ℂ := by
  induction n with
  | zero =>
    intro i x y
    rfl
  | succ n ih =>
    intro i x y
    change ⟪cd (i 0) (creators cd n (fun q => i q.succ) x), y⟫_ℂ =
      ⟪x, annihilators c n (fun q => i q.succ) (c (i 0) y)⟫_ℂ
    rw [hadj, ih]

/-- The overlap of two Slater determinants, built by creators `cd i` adjoint to `c i` on a unit
vector annihilated by all `c i`, is the determinant of the orbital overlaps `S i k`, provided that
these numbers are the anticommutators of `c i` with `cd k`. -/
theorem slater_overlap {c cd : ι → Module.End ℂ V} {S : Matrix ι ι ℂ}
    (h : Contracts c cd S) (hadj : ∀ i x y, ⟪cd i x, y⟫_ℂ = ⟪x, c i y⟫_ℂ)
    (hv : ∀ i, c i v = 0) (hn : ‖v‖ = 1) (n : ℕ) (i k : Fin n → ι) :
    ⟪creators cd n i v, creators cd n k v⟫_ℂ = (S.submatrix i k).det := by
  rw [creators_adjoint hadj, wick_expectation h hv hn]

/-- Pauli exclusion: if the anticommutator of each `c i` with each `cd k` is the number `S i k`,
each `cd i` is adjoint to `c i`, and all `c i` annihilate `v`, then a string of creators in which an
orbital occurs twice gives zero on `v`. -/
theorem pauli_exclusion {c cd : ι → Module.End ℂ V} {S : Matrix ι ι ℂ}
    (h : Contracts c cd S) (hadj : ∀ i x y, ⟪cd i x, y⟫_ℂ = ⟪x, c i y⟫_ℂ)
    (hv : ∀ i, c i v = 0) (n : ℕ) (k : Fin n → ι) {p q : Fin n} (hpq : p ≠ q)
    (hk : k p = k q) : creators cd n k v = 0 := by
  -- two equal columns make the squared norm vanish
  have hdet : (S.submatrix k k).det = 0 :=
    Matrix.det_zero_of_column_eq hpq fun r => by simp only [Matrix.submatrix_apply, hk]
  rw [← inner_self_eq_zero (𝕜 := ℂ), creators_adjoint hadj, wick_vacuum h hv, hdet,
    zero_smul, inner_zero_right]

/-- The operator on `ℂ⁴` given by a matrix. -/
def op (A : Matrix (Fin 4) (Fin 4) ℂ) : Module.End ℂ (EuclideanSpace ℂ (Fin 4)) where
  toFun x := WithLp.toLp 2 (A *ᵥ x.ofLp)
  map_add' x y := by simp [Matrix.mulVec_add]
  map_smul' r x := by simp [Matrix.mulVec_smul]

/-- The Jordan-Wigner matrices of the annihilators of two fermionic modes. -/
def jw : Fin 2 → Matrix (Fin 4) (Fin 4) ℂ :=
  ![!![0, 1, 0, 0; 0, 0, 0, 0; 0, 0, 0, 1; 0, 0, 0, 0],
    !![0, 0, 1, 0; 0, 0, 0, -1; 0, 0, 0, 0; 0, 0, 0, 0]]

/-- The two Jordan-Wigner modes on `ℂ⁴` obey the canonical anticommutation relations, their
creators are adjoint to their annihilators, and the first basis vector is a unit vacuum. -/
theorem jordanWigner_witness :
    Contracts (fun i => op (jw i)) (fun i => op (jw i)ᴴ) 1 ∧
    (∀ i j, op (jw i) * op (jw j) + op (jw j) * op (jw i) = 0) ∧
    (∀ i x y, ⟪op (jw i)ᴴ x, y⟫_ℂ = ⟪x, op (jw i) y⟫_ℂ) ∧
    (∀ i, op (jw i) (EuclideanSpace.single 0 1) = 0) ∧
    ‖(EuclideanSpace.single 0 1 : EuclideanSpace ℂ (Fin 4))‖ = 1 := by
  refine ⟨fun i j => ?_, fun i j => ?_, fun i x y => ?_, fun i => ?_, by simp⟩
  · refine LinearMap.ext fun x => ?_
    ext p
    fin_cases i <;> fin_cases j <;> fin_cases p <;>
      simp [op, jw, Matrix.mulVec, dotProduct, Fin.sum_univ_four]
  · refine LinearMap.ext fun x => ?_
    ext p
    fin_cases i <;> fin_cases j <;> fin_cases p <;>
      simp [op, jw, dotProduct, Fin.sum_univ_four]
  · fin_cases i <;>
      simp [op, jw, Matrix.mulVec, dotProduct, Fin.sum_univ_four, PiLp.inner_apply]
  · ext p
    fin_cases i <;> fin_cases p <;>
      simp [op, jw, dotProduct, Fin.sum_univ_four]

end

end WickContraction
```

```lean
#print axioms WickContraction.wick_expectation
#print axioms WickContraction.wick_four_point
#print axioms WickContraction.slater_overlap
#print axioms WickContraction.pauli_exclusion
```

```
'WickContraction.wick_expectation' depends on axioms: [propext, Classical.choice, Quot.sound]
'WickContraction.wick_four_point' depends on axioms: [propext, Classical.choice, Quot.sound]
'WickContraction.slater_overlap' depends on axioms: [propext, Classical.choice, Quot.sound]
'WickContraction.pauli_exclusion' depends on axioms: [propext, Classical.choice, Quot.sound]
```

## The inductions in Lean

`move_right` applies the anticommutator to a vector. `annihilate_creators` uses induction on the string length: `Fin.sum_univ_succ` separates the contraction with the first creator, and `p.succAbove` skips position `p`. The auxiliary equation `tail` restores the first creator to the shortened strings, while `pow_succ` supplies the extra sign.

In `wick_vacuum`, `Matrix.det_succ_row_zero` is the Laplace expansion, matched term by term using the induction hypothesis. `wick_expectation` takes the inner product, and `wick_four_point` evaluates the $2\times2$ case.

`creators_adjoint` moves one creator at a time across the inner product, which gives `slater_overlap`. `pauli_exclusion` combines the equal columns with `inner_self_eq_zero`.

Finally, `jordanWigner_witness` checks matrix entries for two modes on $\mathbb C^4$, in the basis $|n_0n_1\rangle=|00\rangle,|10\rangle,|01\rangle,|11\rangle$. The entry $-1$ is the Jordan-Wigner sign for passing an occupied mode 0.
